# The Laplace limit of a one-dimensional Boltzmann integral for a potential bounded below by a parabola

The curvature of the potential V at its minimum is defined here by a limit, not by a second derivative. With the minimum at the origin and the energy measured from its bottom, the two conditions on V are

V(x) ≥ c x² for all real x, with c > 0,

V(x)/x² → a/2 as x → 0 through nonzero values.

If V is twice differentiable at 0 with V(0) = V′(0) = 0, the second condition says that a = V″(0), the harmonic force constant. Apart from these two conditions, V need only be measurable. The first condition is global: it confines the particle and rules out a second well of equal depth. Under these conditions,

√n ∫ exp(−n V(x)) dx → √(2π/a) as n → ∞,

where n is a real parameter and the integral runs over the whole line.

If n is the inverse temperature 1/(k_B T), this is the low-temperature limit of the classical configurational integral of one particle in one dimension. If n is 1/ħ and V plays the part of a Euclidean action, it is the semiclassical limit of a path integral reduced to a single real variable, so a single curvature stands where a full path integral would have a fluctuation determinant.

```lean
import Mathlib

open MeasureTheory Filter Topology Real

namespace SemiclassicalLaplace

noncomputable section
```

## The integral and its natural length

An observable g, a real function of position, is weighted with the Boltzmann factor:

I(n) = ∫ g(x) exp(−n V(x)) dx.

In the code this is `boltzmannIntegral V g n`. It is not normalised, and g = 1 gives the configurational integral itself. For n > 0 and |g| ≤ M, with g measurable, the lower bound on V makes it converge, since the integrand is at most M exp(−n c x²) in absolute value.

```lean
/-- The integral of an observable `g` against the Boltzmann factor `exp (-n V)` on the line. -/
def boltzmannIntegral (V g : ℝ → ℝ) (n : ℝ) : ℝ :=
  ∫ x, g x * Real.exp (-(n * V x))
```

Near the minimum the energy is about a x²/2, so the Boltzmann factor is appreciable only over distances of order 1/√n. Measuring position in that unit, put x = y/√n, so that dx = dy/√n. Then

√n I(n) = ∫ g(y/√n) exp(−n V(y/√n)) dy.

The prefactor √n has been absorbed by the Jacobian, and all dependence on n now sits in the integrand. The Lean proof takes the scaling rule for integrals from Mathlib, `Measure.integral_comp_div`, and removes the absolute value around √n because a square root is nonnegative.

```lean
/-- Measuring positions in units of `1/√n` absorbs the prefactor `√n` of the
Boltzmann integral. -/
theorem sqrt_mul_boltzmannIntegral (V g : ℝ → ℝ) (n : ℝ) :
    √n * boltzmannIntegral V g n =
      ∫ y, g (y / √n) * Real.exp (-(n * V (y / √n))) := by
  have h := Measure.integral_comp_div (fun x => g x * Real.exp (-(n * V x))) (√n)
  rw [abs_of_nonneg (Real.sqrt_nonneg n), smul_eq_mul] at h
  exact h.symm
```

## The energy becomes harmonic at fixed scaled position

Fix y ≠ 0. For n > 0,

n V(y/√n) = [V(y/√n) / (y/√n)²] · y²,

because (y/√n)² = y²/n. As n grows, y/√n tends to 0 without ever being 0, so the bracket tends to a/2 and

n V(y/√n) → a y²/2.

Anharmonic parts of the potential vanish in this limit because the particle explores an ever smaller neighbourhood of the minimum.

In the statement, `𝓝[≠] 0` is the filter of punctured neighbourhoods of 0: it expresses "x tends to 0 through nonzero values". The filter `atTop` expresses n → ∞ through the reals. The proof first shows that y/√n tends to 0 (`h0`), then that it does so through nonzero values (`h1`), composes this with the hypothesis `hV`, and multiplies by y². The last lines check the algebraic identity above for positive n.

The point y = 0 has to be left out. The hypotheses allow V(0) to be any nonnegative number, and if it is positive then n V(0) diverges. A single point has no effect on the integral.

```lean
/-- If `V(x)/x²` tends to `a/2` as `x → 0` through nonzero values, then at a fixed nonzero scaled
position `y` the scaled energy `n V(y/√n)` tends to the harmonic energy `a y²/2`. -/
theorem scaled_energy_tendsto {V : ℝ → ℝ} {a y : ℝ}
    (hV : Tendsto (fun x => V x / x ^ 2) (𝓝[≠] 0) (𝓝 (a / 2))) (hy : y ≠ 0) :
    Tendsto (fun n : ℝ => n * V (y / √n)) atTop (𝓝 (a / 2 * y ^ 2)) := by
  have h0 : Tendsto (fun n : ℝ => y / √n) atTop (𝓝 0) :=
    Real.tendsto_sqrt_atTop.const_div_atTop y
  have h1 : Tendsto (fun n : ℝ => y / √n) atTop (𝓝[≠] 0) :=
    tendsto_nhdsWithin_iff.2 ⟨h0, (eventually_gt_atTop (0 : ℝ)).mono
      fun n hn => div_ne_zero hy (Real.sqrt_pos.2 hn).ne'⟩
  refine ((hV.comp h1).mul_const (y ^ 2)).congr' ?_
  filter_upwards [eventually_gt_atTop (0 : ℝ)] with n hn
  have hn' : n ≠ 0 := hn.ne'
  simp only [Function.comp_apply]
  generalize V (y / √n) = v
  rw [div_pow, Real.sq_sqrt hn.le]
  field_simp
```

## The lower bound makes the curvature positive

Dividing V(x) ≥ c x² by x² for x ≠ 0 gives V(x)/x² ≥ c. A limit preserves a non-strict inequality, so

c ≤ a/2.

With c > 0 this gives a ≥ 2c > 0, which is why positivity of a does not appear among the hypotheses of the limit theorem. The Mathlib lemma `ge_of_tendsto` carries out the passage to the limit, and the line after it restricts attention to nonzero x.

```lean
/-- A potential lying above `c x²` has at least that curvature at the origin: `c ≤ a/2`. -/
theorem le_half_curvature {V : ℝ → ℝ} {a c : ℝ} (hlow : ∀ x, c * x ^ 2 ≤ V x)
    (hV : Tendsto (fun x => V x / x ^ 2) (𝓝[≠] 0) (𝓝 (a / 2))) : c ≤ a / 2 := by
  refine ge_of_tendsto hV ?_
  filter_upwards [self_mem_nhdsWithin] with x hx
  have hx' : x ≠ 0 := hx
  have hpos : 0 < x ^ 2 := by positivity
  exact (le_div_iff₀ hpos).2 (hlow x)
```

## Exchanging the limit and the integral

Let g be measurable, bounded by |g| ≤ M, and continuous at 0. For each y ≠ 0 the observable factor g(y/√n) tends to g(0), and the scaled energy tends to a y²/2, so the integrand tends to

g(0) exp(−a y²/2).

Dominated convergence allows this limit to be taken under the integral once the integrand has an integrable bound independent of n. The global lower bound on V supplies it. For n > 0,

n V(y/√n) ≥ n · c · y²/n = c y²,

and hence

|g(y/√n) exp(−n V(y/√n))| ≤ M exp(−c y²).

The right-hand side is an integrable Gaussian. Dominated convergence and the Gaussian integral then give

√n I(n) → g(0) ∫ exp(−a y²/2) dy = g(0) √(2π/a).

The two constants have separate roles: c controls the tails and disappears from the answer, while a fixes the value of the limit.

The Lean proof begins with the Gaussian integral, `hG`, and rewrites √n I(n) by the change of variable. Applying `tendsto_integral_filter_of_dominated_convergence` then leaves four goals, which are settled in this order:

- the integrand is measurable for every n;
- it is bounded by M exp(−c y²) for positive n, where `key` is the energy inequality above;
- the bound is integrable;
- the integrand converges for almost every y, namely for every y ≠ 0.

```lean
/-- Let `V` be measurable with `V(x) ≥ c x²`, `c > 0`, and `V(x)/x²` tending to `a/2` at the origin.
For a bounded measurable observable `g` continuous at the origin, `√n` times its Boltzmann integral
tends to `g(0) √(2π/a)`. -/
theorem laplace_observable {V g : ℝ → ℝ} {a c M : ℝ} (hVm : Measurable V) (hc : 0 < c)
    (hlow : ∀ x, c * x ^ 2 ≤ V x)
    (hV : Tendsto (fun x => V x / x ^ 2) (𝓝[≠] 0) (𝓝 (a / 2)))
    (hgm : Measurable g) (hM : ∀ x, |g x| ≤ M) (hg : ContinuousAt g 0) :
    Tendsto (fun n : ℝ => √n * boltzmannIntegral V g n) atTop
      (𝓝 (g 0 * √(2 * π / a))) := by
  -- the limiting Gaussian integral
  have hG : ∫ y : ℝ, g 0 * Real.exp (-(a / 2 * y ^ 2)) = g 0 * √(2 * π / a) := by
    have h := integral_gaussian (a / 2)
    have e : π / (a / 2) = 2 * π / a := by rw [div_div_eq_mul_div, mul_comm π 2]
    rw [e] at h
    rw [integral_const_mul, ← h]
    simp only [neg_mul]
  simp_rw [sqrt_mul_boltzmannIntegral]
  rw [← hG]
  -- dominated convergence with a Gaussian bound
  refine tendsto_integral_filter_of_dominated_convergence
    (fun y => M * Real.exp (-c * y ^ 2)) ?_ ?_ ?_ ?_
  · exact Eventually.of_forall fun n => Measurable.aestronglyMeasurable (by fun_prop)
  · filter_upwards [eventually_gt_atTop (0 : ℝ)] with n hn
    refine Eventually.of_forall fun y => ?_
    have key : c * y ^ 2 ≤ n * V (y / √n) := by
      have h := mul_le_mul_of_nonneg_left (hlow (y / √n)) hn.le
      rw [div_pow, Real.sq_sqrt hn.le] at h
      have e : n * (c * (y ^ 2 / n)) = c * y ^ 2 := by field_simp
      rwa [e] at h
    have hM0 : 0 ≤ M := (abs_nonneg _).trans (hM 0)
    simp only [norm_mul, Real.norm_eq_abs, Real.abs_exp]
    exact mul_le_mul (hM _) (Real.exp_le_exp.2 (by linarith)) (Real.exp_pos _).le hM0
  · exact (integrable_exp_neg_mul_sq hc).const_mul M
  · have hne : ∀ᵐ y : ℝ, y ≠ 0 := compl_mem_ae_iff.2 (measure_singleton 0)
    filter_upwards [hne] with y hy
    have h0 : Tendsto (fun n : ℝ => y / √n) atTop (𝓝 0) :=
      Real.tendsto_sqrt_atTop.const_div_atTop y
    exact (hg.tendsto.comp h0).mul
      ((Real.continuous_exp.tendsto _).comp (scaled_energy_tendsto hV hy).neg)
```

Taking g = 1 and M = 1 gives the limit stated at the start:

√n ∫ exp(−n V(x)) dx → √(2π/a).

In `laplace_limit`, `hVm` is the measurability of V, `hc` and `hlow` are the confining lower bound, and `hV` is the curvature condition. The conclusion is the leading term of Laplace's method for one variable. It gives neither a rate of convergence nor the corrections in powers of 1/n, and it does not treat several coupled coordinates.

The requirement of quadratic growth also excludes some familiar potentials. A Morse curve levels off at its dissociation energy and therefore falls below every parabola c x² with c > 0 at large distance; a well that rises only linearly does the same. Since V takes real values, infinitely hard walls are not included either.

```lean
/-- **Laplace limit.** If `V` is measurable, `V(x) ≥ c x²` with `c > 0`, and `V(x)/x²` tends to
`a/2` at the origin, then `√n ∫ exp (-n V)` tends to `√(2π/a)`. -/
theorem laplace_limit {V : ℝ → ℝ} {a c : ℝ} (hVm : Measurable V) (hc : 0 < c)
    (hlow : ∀ x, c * x ^ 2 ≤ V x)
    (hV : Tendsto (fun x => V x / x ^ 2) (𝓝[≠] 0) (𝓝 (a / 2))) :
    Tendsto (fun n : ℝ => √n * ∫ x, Real.exp (-(n * V x))) atTop (𝓝 √(2 * π / a)) := by
  have h := laplace_observable (g := fun _ => 1) (M := 1) hVm hc hlow hV
    measurable_const (fun _ => by simp) continuousAt_const
  simpa only [boltzmannIntegral, one_mul] using h
```

## Averages concentrate at the minimum

The thermal average of g is the quotient

⟨g⟩ₙ = ∫ g(x) exp(−n V(x)) dx / ∫ exp(−n V(x)) dx.

Multiply numerator and denominator by √n. The numerator tends to g(0) √(2π/a) and the denominator to √(2π/a), which is nonzero because a > 0. Therefore

⟨g⟩ₙ → g(0).

For a classical particle in this one-dimensional well, the thermal average of a bounded measurable observable that is continuous at the minimum tends to its value at the minimum as the temperature goes to zero. The curvature cancels and does not affect the limit. Because g must be bounded, the theorem does not apply directly to the position x or to the potential energy of a confining well.

The proof divides the two limits already obtained. It uses `le_half_curvature` to establish a > 0, and then cancels the common factor √n for positive n.

```lean
/-- Let `V` be measurable with `V(x) ≥ c x²`, `c > 0`, and `V(x)/x²` tending to `a/2` at the origin.
The normalised Boltzmann average of a bounded measurable observable continuous at the origin tends
to its value there. -/
theorem boltzmann_average_tendsto {V g : ℝ → ℝ} {a c M : ℝ} (hVm : Measurable V)
    (hc : 0 < c) (hlow : ∀ x, c * x ^ 2 ≤ V x)
    (hV : Tendsto (fun x => V x / x ^ 2) (𝓝[≠] 0) (𝓝 (a / 2)))
    (hgm : Measurable g) (hM : ∀ x, |g x| ≤ M) (hg : ContinuousAt g 0) :
    Tendsto (fun n : ℝ => boltzmannIntegral V g n / ∫ x, Real.exp (-(n * V x))) atTop
      (𝓝 (g 0)) := by
  have ha : 0 < a := by linarith [le_half_curvature hlow hV]
  have hs : √(2 * π / a) ≠ 0 := (Real.sqrt_pos.2 (by positivity)).ne'
  have h := (laplace_observable hVm hc hlow hV hgm hM hg).div
    (laplace_limit hVm hc hlow hV) hs
  rw [mul_div_cancel_right₀ _ hs] at h
  -- the common factor `√n` cancels
  refine h.congr' ?_
  filter_upwards [eventually_gt_atTop (0 : ℝ)] with n hn
  exact mul_div_mul_left _ _ (Real.sqrt_pos.2 hn).ne'
```

## A well at any position and energy

Now let the bottom of the well lie at x₀ with energy V₀:

V(x) ≥ V₀ + c (x − x₀)², with c > 0,

(V(x) − V₀)/(x − x₀)² → a/2 as x → x₀ through values other than x₀.

Define the shifted potential W(x) = V(x + x₀) − V₀. It satisfies the earlier conditions at the origin with the same a and c. Moreover,

exp(−n W(x)) = exp(n V₀) exp(−n V(x + x₀)),

and translating the integration variable leaves the integral unchanged, so

∫ exp(−n W(x)) dx = exp(n V₀) ∫ exp(−n V(x)) dx.

The limit for W therefore becomes

exp(n V₀) √n ∫ exp(−n V(x)) dx → √(2π/a).

The factor exp(n V₀) removes the Boltzmann weight of the well bottom. What remains is the contribution of harmonic fluctuations about x₀.

In the proof, `hshift` says that x + x₀ approaches x₀ through values other than x₀ when x approaches 0 through nonzero values. This transfers the curvature condition to W. The exponential identity is `e`, and `integral_add_right_eq_self` is the translation invariance of the integral.

```lean
/-- If `V` is measurable, `V(x) ≥ V₀ + c (x - x₀)²` with `c > 0`, and `(V(x) - V₀)/(x - x₀)²` tends
to `a/2` at `x₀`, then `exp (n V₀) √n ∫ exp (-n V)` tends to `√(2π/a)`. -/
theorem laplace_limit_well {V : ℝ → ℝ} {a c x₀ V₀ : ℝ} (hVm : Measurable V) (hc : 0 < c)
    (hlow : ∀ x, V₀ + c * (x - x₀) ^ 2 ≤ V x)
    (hV : Tendsto (fun x => (V x - V₀) / (x - x₀) ^ 2) (𝓝[≠] x₀) (𝓝 (a / 2))) :
    Tendsto (fun n : ℝ => Real.exp (n * V₀) * (√n * ∫ x, Real.exp (-(n * V x)))) atTop
      (𝓝 √(2 * π / a)) := by
  have hshift : Tendsto (fun x : ℝ => x + x₀) (𝓝[≠] 0) (𝓝[≠] x₀) := by
    refine tendsto_nhdsWithin_iff.2 ⟨?_, ?_⟩
    · have h : Tendsto (fun x : ℝ => x + x₀) (𝓝 0) (𝓝 (0 + x₀)) :=
        tendsto_id.add_const x₀
      rw [zero_add] at h
      exact h.mono_left nhdsWithin_le_nhds
    · filter_upwards [self_mem_nhdsWithin] with x hx
      have hx' : x ≠ 0 := hx
      simpa using hx'
  have h := laplace_limit (V := fun x => V (x + x₀) - V₀) (a := a) (by fun_prop) hc
    (fun x => by
      have h1 := hlow (x + x₀)
      rw [add_sub_cancel_right] at h1
      linarith)
    ((hV.comp hshift).congr fun x => by simp)
  refine h.congr fun n => ?_
  -- split off the minimum energy and translate the integration variable
  have e : ∀ x, Real.exp (-(n * (V (x + x₀) - V₀))) =
      Real.exp (n * V₀) * Real.exp (-(n * V (x + x₀))) := fun x => by
    rw [← Real.exp_add]
    congr 1
    ring
  simp_rw [e]
  rw [integral_const_mul, integral_add_right_eq_self (fun x => Real.exp (-(n * V x))) x₀]
  ring
```

## The quartic oscillator

For

V(x) = a x²/2 + l x⁴, with a > 0 and l ≥ 0,

both conditions can be verified directly. The quartic term is nonnegative, so V(x) ≥ (a/2) x² and c = a/2 will do. For x ≠ 0,

V(x)/x² = a/2 + l x² → a/2.

Hence √n ∫ exp(−n V(x)) dx tends to √(2π/a) for every allowed coupling l. The scaled energy shows where the coupling goes:

n V(y/√n) = a y²/2 + l y⁴/n.

At fixed y the anharmonic term decays as 1/n. At finite n the integral does depend on l, which makes this single-coordinate model a simple test for a numerical quadrature code: √n times the computed integral should approach √(2π/a) for every coupling l ≥ 0 as n increases.

Here a > 0 is an explicit hypothesis, because it is what provides the confining parabola. The Lean proof supplies c = a/2 to `laplace_limit`, obtains the lower bound from the sign of the quartic term, and gets the curvature condition from the continuity of a/2 + l x² at 0.

```lean
/-- For the quartic oscillator `a x²/2 + l x⁴` with `a > 0` and `l ≥ 0`, the limit is
`√(2π/a)` for every coupling `l`. -/
theorem laplace_limit_quartic {a l : ℝ} (ha : 0 < a) (hl : 0 ≤ l) :
    Tendsto (fun n : ℝ => √n * ∫ x : ℝ, Real.exp (-(n * (a / 2 * x ^ 2 + l * x ^ 4))))
      atTop (𝓝 √(2 * π / a)) := by
  refine laplace_limit (V := fun x => a / 2 * x ^ 2 + l * x ^ 4) (c := a / 2)
    (by fun_prop) (by positivity) (fun x => ?_) ?_
  · have : 0 ≤ l * x ^ 4 := by positivity
    linarith
  · have hcont : Continuous fun x : ℝ => a / 2 + l * x ^ 2 := by fun_prop
    have h := hcont.tendsto 0
    have e : a / 2 + l * (0 : ℝ) ^ 2 = a / 2 := by ring
    rw [e] at h
    refine (h.mono_left nhdsWithin_le_nhds).congr' ?_
    filter_upwards [self_mem_nhdsWithin] with x hx
    have hx' : x ≠ 0 := hx
    rw [eq_div_iff (pow_ne_zero 2 hx')]
    ring

end

end SemiclassicalLaplace
```

```lean
#print axioms SemiclassicalLaplace.laplace_limit
-- 'SemiclassicalLaplace.laplace_limit' depends on axioms: [propext, Classical.choice, Quot.sound]
#print axioms SemiclassicalLaplace.boltzmann_average_tendsto
-- 'SemiclassicalLaplace.boltzmann_average_tendsto' depends on axioms: [propext, Classical.choice, Quot.sound]
#print axioms SemiclassicalLaplace.laplace_limit_well
-- 'SemiclassicalLaplace.laplace_limit_well' depends on axioms: [propext, Classical.choice, Quot.sound]
#print axioms SemiclassicalLaplace.laplace_limit_quartic
-- 'SemiclassicalLaplace.laplace_limit_quartic' depends on axioms: [propext, Classical.choice, Quot.sound]
```
